# First-order energy shift of a softened nucleus: order √R for an r^(-3/2) density, order R² for a finite one

When the attraction $-Z/r$ of a nucleus is replaced by the constant $-Z/R$ inside a small radius $R$, the energy of the atom changes; we take this change to first order, with the electron density $n$ held fixed. The shift is then an integral of $n$ against the change of potential. It need not be the leading change of the self-consistent energy, in which the density relaxes: in Thomas-Fermi theory the relative change of the density inside $R$ does not become small as $R\to0$, and relaxation alters the coefficient of $\sqrt R$. Relaxation is not treated here.

The density is spherical, a function `n : ℝ → ℝ` of the radius, and atomic units are used. Near the nucleus it is described by a real exponent $s<2$ and a number $A$ with $r^s n(r)\to A$ as $r\to0^+$. In Thomas-Fermi theory $n$ is proportional to the power $3/2$ of the local depth of the potential, which near a point nucleus gives $s=3/2$ and $A>0$. Here that behaviour is a hypothesis.

```lean
import Mathlib

open Filter Topology Set MeasureTheory

namespace SoftenedNucleus

noncomputable section
```

## The two potentials and the shift

The point nucleus has $V(r)=-Z/r$.

```lean
/-- Coulomb potential energy of an electron at distance `r > 0` from a point nucleus of charge `Z`. -/
def pointPotential (Z r : ℝ) : ℝ := -Z / r
```

The softened potential $V_R$ is continuous at $r=R$ and agrees with $V$ from there on.

```lean
/-- Softened nuclear potential: the constant `-Z/R` for `r < R` and `-Z/r` outside,
for `R > 0` and `r > 0`. -/
def softPotential (Z R r : ℝ) : ℝ := if r < R then -Z / R else -Z / r
```

The energy change per unit radius includes the shell factor $4\pi r^2$:
$$4\pi r^2\,n(r)\,\bigl(V_R(r)-V(r)\bigr).$$

```lean
/-- Radial density of the first-order energy change when the point nucleus is softened
at fixed electron density `n`, for `R > 0` and `r > 0`. -/
def shiftDensity (Z R : ℝ) (n : ℝ → ℝ) (r : ℝ) : ℝ :=
  4 * Real.pi * r ^ 2 * n r * (softPotential Z R r - pointPotential Z r)
```

The shift $\Delta E(R)$ is its integral over all $r>0$, written `Ioi 0`.

```lean
/-- First-order energy shift: the change of the nuclear potential integrated against the
spherical electron density `n` over all space, for `R > 0`. -/
def energyShift (Z R : ℝ) (n : ℝ → ℝ) : ℝ := ∫ r in Ioi 0, shiftDensity Z R n r
```

The name `kernel` stands for a radial weight,
$$k(r)=r^{1-s}-\frac{r^{2-s}}{R}.$$

```lean
/-- Radial weight with which `r^s n(r)` enters the energy shift, for `R > 0` and `r > 0`. -/
def kernel (s R r : ℝ) : ℝ := r ^ (1 - s) - r ^ (2 - s) / R
```

## Only the softened region contributes

For $r\ge R$ the potentials coincide, so the integrand is zero. No decay or normalisation of $n$ is therefore needed.

```lean
/-- At and beyond the softening radius `R` the energy density of the shift vanishes. -/
theorem shiftDensity_outside {Z R r : ℝ} (n : ℝ → ℝ) (h : R ≤ r) :
    shiftDensity Z R n r = 0 := by
  simp [shiftDensity, softPotential, pointPotential, not_lt.mpr h]
```

For $0<r\le R$ we have $V_R-V=Z(1/r-1/R)$, hence
$$4\pi r^2 n\,(V_R-V)=4\pi Z\,n\left(r-\frac{r^2}{R}\right)=4\pi Z\,\bigl(r^s n\bigr)\,k(r).$$
In the proof, `e1` and `e2` combine the powers of $r$, and `e3` assembles the last equality.

```lean
/-- For `0 < r ≤ R` the energy density of the shift is `4πZ` times `r^s n(r)` times the
radial weight. -/
theorem shiftDensity_inside {Z R r : ℝ} (s : ℝ) (n : ℝ → ℝ) (hr : 0 < r) (h : r ≤ R) :
    shiftDensity Z R n r = 4 * Real.pi * Z * (r ^ s * n r * kernel s R r) := by
  have hR : 0 < R := hr.trans_le h
  have hV : softPotential Z R r = -Z / R := by
    unfold softPotential
    split_ifs with h'
    · rfl
    · rw [le_antisymm h (not_lt.mp h')]
  have e1 : r ^ s * r ^ (1 - s) = r := by
    rw [← Real.rpow_add hr, show s + (1 - s) = 1 by ring, Real.rpow_one]
  have e2 : r ^ s * r ^ (2 - s) = r ^ 2 := by
    rw [← Real.rpow_add hr, show s + (2 - s) = 2 by ring, Real.rpow_two]
  have e3 : r ^ s * n r * kernel s R r = n r * (r - r ^ 2 / R) := by
    unfold kernel
    linear_combination n r * e1 - n r / R * e2
  rw [e3, shiftDensity, hV, pointPotential]
  field_simp
  ring
```

## The integral of the weight

Since $s<2$, both exponents in $k$ exceed $-1$, and $k$ is integrable down to the nucleus.

```lean
/-- For `s < 2` the radial weight is integrable from the nucleus to the radius `R`. -/
theorem kernel_integrable {s : ℝ} (R : ℝ) (hs : s < 2) :
    IntervalIntegrable (kernel s R) volume 0 R :=
  (intervalIntegral.intervalIntegrable_rpow' (by linarith)).sub
    ((intervalIntegral.intervalIntegrable_rpow' (by linarith)).div_const R)
```

Integrating term by term gives
$$\int_0^R k\,dr=\frac{R^{2-s}}{2-s}-\frac{R^{3-s}}{(3-s)R}=\frac{R^{2-s}}{(2-s)(3-s)}.$$

```lean
/-- For `s < 2` and `R > 0` the radial weight integrates over the softened region to
`R^(2-s) / ((2-s)(3-s))`. -/
theorem kernel_integral {s R : ℝ} (hs : s < 2) (hR : 0 < R) :
    ∫ r in (0 : ℝ)..R, kernel s R r = R ^ (2 - s) / ((2 - s) * (3 - s)) := by
  have h1 : 2 - s ≠ 0 := by linarith
  have h2 : 3 - s ≠ 0 := by linarith
  have e : R ^ (3 - s) = R ^ (2 - s) * R := by
    rw [← Real.rpow_add_one hR.ne', show 2 - s + 1 = 3 - s by ring]
  unfold kernel
  rw [intervalIntegral.integral_sub (intervalIntegral.intervalIntegrable_rpow' (by linarith))
      ((intervalIntegral.intervalIntegrable_rpow' (by linarith)).div_const R),
    intervalIntegral.integral_div, integral_rpow (Or.inl (by linarith)),
    integral_rpow (Or.inl (by linarith)), show 1 - s + 1 = 2 - s by ring,
    show 2 - s + 1 = 3 - s by ring, Real.zero_rpow h1, Real.zero_rpow h2, e]
  generalize R ^ (2 - s) = P
  field_simp
  ring
```

## The shift is finite

Assume that $n$ is continuous for $r>0$. Then $r^s n$ is continuous there too, and it has the limit $A$ at $0$. Assigning it the value $A$ there, which `Function.update` does, makes it continuous on $[0,R]$. A continuous function on this interval times the integrable $k$ is integrable.

```lean
/-- If `n` is continuous for `r > 0` and `r^s n(r)` has a finite limit at the nucleus with
`s < 2`, then `r^s n(r)` times the radial weight is integrable over the softened region, `R > 0`. -/
theorem weighted_integrable {s A R : ℝ} {n : ℝ → ℝ} (hs : s < 2) (hR : 0 < R)
    (hn : ContinuousOn n (Ioi 0))
    (hA : Tendsto (fun r => r ^ s * n r) (𝓝[>] 0) (𝓝 A)) :
    IntervalIntegrable (fun r => r ^ s * n r * kernel s R r) volume 0 R := by
  have hg : ContinuousOn (fun r : ℝ => r ^ s * n r) (Ioi 0) :=
    (continuousOn_id.rpow_const fun x hx => Or.inl (ne_of_gt hx)).mul hn
  -- extend `r^s n` continuously to the nucleus by its limit `A`
  have hG : ContinuousOn (Function.update (fun r : ℝ => r ^ s * n r) 0 A) (uIcc 0 R) := by
    rw [uIcc_of_le hR.le]
    intro x hx
    rcases hx.1.eq_or_lt with h0 | h0
    · subst h0
      rw [continuousWithinAt_update_same]
      exact hA.mono_left (nhdsWithin_mono _ fun y hy =>
        lt_of_le_of_ne hy.1.1 (Ne.symm hy.2))
    · refine ((hg.continuousAt (Ioi_mem_nhds h0)).congr ?_).continuousWithinAt
      filter_upwards [Ioi_mem_nhds h0] with y hy
      rw [Function.update_of_ne (ne_of_gt hy)]
  have h := (kernel_integrable R hs).continuousOn_mul hG
  rw [intervalIntegrable_iff_integrableOn_Ioc_of_le hR.le] at h ⊢
  refine h.congr_fun (fun r hr => ?_) measurableSet_Ioc
  simp only [Function.update_of_ne (ne_of_gt hr.1)]
```

Together with the zero integrand beyond $R$, this makes the energy density integrable over all $r>0$.

```lean
/-- If `n` is continuous for `r > 0` and `r^s n(r)` has a finite limit at the nucleus with
`s < 2`, the energy density of the shift is integrable for every `R > 0`. -/
theorem shiftDensity_integrable {s A R : ℝ} {n : ℝ → ℝ} (Z : ℝ) (hs : s < 2) (hR : 0 < R)
    (hn : ContinuousOn n (Ioi 0))
    (hA : Tendsto (fun r => r ^ s * n r) (𝓝[>] 0) (𝓝 A)) :
    IntegrableOn (shiftDensity Z R n) (Ioi 0) := by
  have h := (weighted_integrable hs hR hn hA).const_mul (4 * Real.pi * Z)
  rw [intervalIntegrable_iff_integrableOn_Ioc_of_le hR.le] at h
  have h' : IntegrableOn (shiftDensity Z R n) (Ioc 0 R) :=
    h.congr_fun (fun r hr => (shiftDensity_inside s n hr.1 hr.2).symm) measurableSet_Ioc
  refine h'.of_forall_sdiff_eq_zero measurableSet_Ioi fun r hr => ?_
  exact shiftDensity_outside n (not_lt.mp fun hlt => hr.2 ⟨hr.1, hlt.le⟩)
```

The bound $s<2$ cannot be relaxed to $s\le2$ here. Take $n=r^{-2}$, $s=2$, $A=1$ and $Z>0$: inside $R$ the integrand is $4\pi Z(1/r-1/R)$, whose integral diverges logarithmically. Lean would assign that integral the value $0$, so integrability is worth proving separately.

The same two facts about the integrand reduce the shift to
$$\Delta E(R)=4\pi Z\int_0^R r^s n(r)\,k(r)\,dr.$$

```lean
/-- For `R > 0` the energy shift is `4πZ` times the integral over the softened region of
`r^s n(r)` times the radial weight. -/
theorem energyShift_eq {R : ℝ} (Z s : ℝ) (n : ℝ → ℝ) (hR : 0 < R) :
    energyShift Z R n =
      4 * Real.pi * Z * ∫ r in (0 : ℝ)..R, r ^ s * n r * kernel s R r := by
  rw [← intervalIntegral.integral_const_mul, intervalIntegral.integral_of_le hR.le, energyShift,
    setIntegral_eq_of_subset_of_forall_sdiff_eq_zero measurableSet_Ioi
      (Ioc_subset_Ioi_self : Ioc 0 R ⊆ Ioi 0)
      (fun r hr => shiftDensity_outside n (not_lt.mp fun hlt => hr.2 ⟨hr.1, hlt.le⟩))]
  exact setIntegral_congr_fun measurableSet_Ioc fun r hr => shiftDensity_inside s n hr.1 hr.2
```

## The limit for a general exponent

Write $D=(2-s)(3-s)>0$. Given $\varepsilon>0$, choose $\delta>0$ such that $|r^s n-A|<\varepsilon D/2$ for $0<r<\delta$. On $(0,R]$ the weight $k=r^{1-s}(1-r/R)$ is non-negative, so for $0<R<\delta$
$$\left|\int_0^R r^s n\,k\,dr-\frac{A R^{2-s}}{D}\right|\le\frac{\varepsilon D}{2}\int_0^R k\,dr=\frac{\varepsilon}{2}R^{2-s}.$$
Dividing by $R^{2-s}$ leaves an error below $\varepsilon$, and multiplying by $4\pi Z$ gives
$$\frac{\Delta E(R)}{R^{2-s}}\to\frac{4\pi ZA}{(2-s)(3-s)}\qquad(R\to0^+).$$
In the code, `hb` is the displayed estimate, `hk0` the sign of $k$, and `𝓝[>] 0` the approach to $0$ from above. The signs of $Z$ and $A$ play no role.

```lean
/-- Softening law: if `n` is continuous for `r > 0` and `r^s n(r)` tends to `A` at the nucleus
with `s < 2`, the energy shift divided by `R^(2-s)` tends to `4πZA / ((2-s)(3-s))` as `R`
decreases to `0`. -/
theorem energyShift_tendsto {s A : ℝ} {n : ℝ → ℝ} (Z : ℝ) (hs : s < 2)
    (hn : ContinuousOn n (Ioi 0))
    (hA : Tendsto (fun r => r ^ s * n r) (𝓝[>] 0) (𝓝 A)) :
    Tendsto (fun R => energyShift Z R n / R ^ (2 - s)) (𝓝[>] 0)
      (𝓝 (4 * Real.pi * Z * A / ((2 - s) * (3 - s)))) := by
  have hD : 0 < (2 - s) * (3 - s) := mul_pos (by linarith) (by linarith)
  have key : Tendsto (fun R : ℝ => (∫ r in (0 : ℝ)..R, r ^ s * n r * kernel s R r) / R ^ (2 - s))
      (𝓝[>] 0) (𝓝 (A / ((2 - s) * (3 - s)))) := by
    rw [Metric.tendsto_nhds]
    intro ε hε
    have hη : 0 < ε * ((2 - s) * (3 - s)) / 2 := by positivity
    obtain ⟨δ, hδ, hsub⟩ := mem_nhdsGT_iff_exists_Ioo_subset.mp
      (Metric.tendsto_nhds.mp hA _ hη)
    filter_upwards [Ioo_mem_nhdsGT hδ] with R hR
    have hP : 0 < R ^ (2 - s) := Real.rpow_pos_of_pos hR.1 _
    have hk := kernel_integrable R hs
    -- replacing `r^s n` by its limit costs at most a small multiple of the total weight
    have hb : |(∫ r in (0 : ℝ)..R, r ^ s * n r * kernel s R r)
        - A * (R ^ (2 - s) / ((2 - s) * (3 - s)))|
        ≤ ε * ((2 - s) * (3 - s)) / 2 * (R ^ (2 - s) / ((2 - s) * (3 - s))) := by
      rw [← kernel_integral hs hR.1, ← intervalIntegral.integral_const_mul,
        ← intervalIntegral.integral_const_mul,
        ← intervalIntegral.integral_sub (weighted_integrable hs hR.1 hn hA) (hk.const_mul A),
        ← Real.norm_eq_abs]
      refine intervalIntegral.norm_integral_le_of_norm_le hR.1.le
        (Eventually.of_forall fun r hr => ?_) (hk.const_mul _)
      have hd : dist (r ^ s * n r) A < ε * ((2 - s) * (3 - s)) / 2 :=
        hsub ⟨hr.1, hr.2.trans_lt hR.2⟩
      have hk0 : 0 ≤ kernel s R r := by
        have e : r ^ (2 - s) = r ^ (1 - s) * r := by
          rw [← Real.rpow_add_one (ne_of_gt hr.1), show 1 - s + 1 = 2 - s by ring]
        have h1 : r / R ≤ 1 := (div_le_one hR.1).mpr hr.2
        have h2 : kernel s R r = r ^ (1 - s) * (1 - r / R) := by
          rw [kernel, e]
          ring
        rw [h2]
        exact mul_nonneg (Real.rpow_nonneg (le_of_lt hr.1) _) (by linarith)
      rw [← sub_mul, norm_mul, Real.norm_eq_abs, Real.norm_eq_abs, abs_of_nonneg hk0]
      rw [Real.dist_eq] at hd
      exact mul_le_mul_of_nonneg_right hd.le hk0
    generalize (∫ r in (0 : ℝ)..R, r ^ s * n r * kernel s R r) = J at hb ⊢
    generalize R ^ (2 - s) = P at hb hP ⊢
    generalize (2 - s) * (3 - s) = D at hb hD ⊢
    have e : J / P - A / D = (J - A * (P / D)) / P := by
      field_simp
    rw [Real.dist_eq, e, abs_div, abs_of_pos hP, div_lt_iff₀ hP]
    have e2 : ε * D / 2 * (P / D) = ε * P / 2 := by
      field_simp
    have := mul_pos hε hP
    linarith
  have h := key.const_mul (4 * Real.pi * Z)
  rw [← mul_div_assoc] at h
  refine h.congr' ?_
  filter_upwards [self_mem_nhdsWithin] with R hR
  rw [energyShift_eq Z s n hR, mul_div_assoc]
```

## Thomas-Fermi and finite densities

For $s=3/2$ the denominator is $\tfrac12\cdot\tfrac32=\tfrac34$, so $\Delta E/\sqrt R\to16\pi AZ/3$.

```lean
/-- Thomas-Fermi singularity: if `n` is continuous for `r > 0` and `r^(3/2) n(r)` tends to `A`
at the nucleus, the energy shift divided by `√R` tends to `16πAZ/3` as `R` decreases to `0`. -/
theorem energyShift_thomasFermi {A : ℝ} {n : ℝ → ℝ} (Z : ℝ) (hn : ContinuousOn n (Ioi 0))
    (hA : Tendsto (fun r : ℝ => r ^ (3 / 2 : ℝ) * n r) (𝓝[>] 0) (𝓝 A)) :
    Tendsto (fun R => energyShift Z R n / √R) (𝓝[>] 0) (𝓝 (16 * Real.pi * A * Z / 3)) := by
  have h := energyShift_tendsto Z (by norm_num) hn hA
  rw [show 4 * Real.pi * Z * A / ((2 - 3 / 2) * (3 - 3 / 2)) = 16 * Real.pi * A * Z / 3 by
    ring] at h
  refine h.congr fun R => ?_
  rw [Real.sqrt_eq_rpow, show (2 : ℝ) - 3 / 2 = 1 / 2 by norm_num]
```

For $s=0$ the limit $A$ is the density $n_0$ at the nucleus and the denominator is $6$, so $\Delta E/R^2\to2\pi Zn_0/3$.

```lean
/-- Finite density at the nucleus: if `n` is continuous for `r > 0` and tends to `n₀` at the
nucleus, the energy shift divided by `R²` tends to `2πZn₀/3` as `R` decreases to `0`. -/
theorem energyShift_finiteDensity {n₀ : ℝ} {n : ℝ → ℝ} (Z : ℝ) (hn : ContinuousOn n (Ioi 0))
    (h₀ : Tendsto n (𝓝[>] 0) (𝓝 n₀)) :
    Tendsto (fun R => energyShift Z R n / R ^ 2) (𝓝[>] 0) (𝓝 (2 * Real.pi * Z * n₀ / 3)) := by
  have h := energyShift_tendsto (s := 0) (A := n₀) Z (by norm_num) hn
    (h₀.congr fun r => by rw [Real.rpow_zero, one_mul])
  rw [show 4 * Real.pi * Z * n₀ / ((2 - 0) * (3 - 0)) = 2 * Real.pi * Z * n₀ / 3 by ring] at h
  refine h.congr fun R => ?_
  rw [sub_zero, Real.rpow_two]


end

end SoftenedNucleus
```

For orbital-free calculations with a softened nucleus, this means that at fixed spherical density and small $R$, a hundredfold smaller $R$ reduces the first-order shift only about tenfold if the density has the Thomas-Fermi singularity, but about ten-thousandfold if it is finite and non-zero at the nucleus.

```lean
#print axioms SoftenedNucleus.shiftDensity_integrable
-- 'SoftenedNucleus.shiftDensity_integrable' depends on axioms: [propext, Classical.choice, Quot.sound]
#print axioms SoftenedNucleus.energyShift_thomasFermi
-- 'SoftenedNucleus.energyShift_thomasFermi' depends on axioms: [propext, Classical.choice, Quot.sound]
#print axioms SoftenedNucleus.energyShift_finiteDensity
-- 'SoftenedNucleus.energyShift_finiteDensity' depends on axioms: [propext, Classical.choice, Quot.sound]
```
